# A geometric-series bound on the exponential contributions of finitely many equally spaced channels

The lemma concerns `K` channels at distances `d`, `d + 1`, `d + 2` and so on, each contributing the exponential of minus its distance divided by a positive width `w`. It states that the contributions sum to at most exp(−d/w) / (1 − exp(−1/w)), the value of the full geometric series, for every finite `K`. Distances and width are measured in units of the channel spacing, and `d` may be any real number. The attempt factors exp(−d/w) out of the sum, leaving a finite geometric sum with ratio exp(−1/w), and bounds that sum by the closed formula and the non-negativity of the ratio's `K`-th power.

In Lean, a first try:

```lean
import Mathlib

open Filter Topology

namespace SaddlePointContact

/-- Exponential contributions of equally spaced channels, the nearest at distance `d`, add up
to at most the full geometric series, whatever the number `K` of channels. -/
theorem channel_tail_bound {w : ℝ} (hw : 0 < w) (d : ℝ) (K : ℕ) :
    ∑ k ∈ Finset.range K, Real.exp (-(d + k) / w)
      ≤ Real.exp (-d / w) / (1 - Real.exp (-1 / w)) := by
  have hq : Real.exp (-1 / w) < 1 :=
    Real.exp_lt_one (div_neg_of_neg_of_pos (by norm_num) hw)
  have hterm : ∀ k ∈ Finset.range K, Real.exp (-(d + k) / w)
      = Real.exp (-d / w) * Real.exp (-1 / w) ^ k := by
    intro k _
    rw [← Real.exp_nat_mul, ← Real.exp_add]
    congr 1
    ring
  rw [Finset.sum_congr rfl hterm, ← Finset.mul_sum, le_div_iff₀ (by linarith), mul_assoc]
  have hgeom := mul_neg_geom_sum (Real.exp (-1 / w)) K
  have hle : (∑ k ∈ Finset.range K, Real.exp (-1 / w) ^ k) * (1 - Real.exp (-1 / w)) ≤ 1 := by
    rw [mul_comm, hgeom]
    have : 0 ≤ Real.exp (-1 / w) ^ K := by positivity
    linarith
  exact mul_le_of_le_one_right (Real.exp_pos _).le hle

end SaddlePointContact
```

The compiler's answer:

```
Main.lean:13:4: error(lean.unknownIdentifier): Unknown constant `Real.exp_lt_one`
```

Cause. The message says that Lean knows no constant called `Real.exp_lt_one`. The proof calls it in `hq` to show that the ratio exp(−1/w) is less than one, a fact needed later to show that the denominator 1 − exp(−1/w) is positive. The mathematics of the step is sound: −1/w is negative because `w` is positive, and the exponential of a negative number is less than one. Only the lemma's name is at fault.

The repair uses `Real.exp_lt_one_iff`, an equivalence between the exponential of a number being less than one and that number being negative. Since it is an equivalence, `.mpr` is added to select the direction from the negative exponent to the bound on the exponential. The argument, a proof that −1/w is negative, stays as it was, and so does the rest of the file.

The repair, with which the file compiles:

```diff
@@ -11,5 +11,5 @@
       ≤ Real.exp (-d / w) / (1 - Real.exp (-1 / w)) := by
   have hq : Real.exp (-1 / w) < 1 :=
-    Real.exp_lt_one (div_neg_of_neg_of_pos (by norm_num) hw)
+    Real.exp_lt_one_iff.mpr (div_neg_of_neg_of_pos (by norm_num) hw)
   have hterm : ∀ k ∈ Finset.range K, Real.exp (-(d + k) / w)
       = Real.exp (-d / w) * Real.exp (-1 / w) ^ k := by
```
